# In the harmonic Keating model, the internal displacement of a strained diamond lattice is proportional to the shear between the cubic axes

Shear a crystal of silicon by deforming its unit cell. The cell determines where the lattice points go, but each cell contains two atoms, and the strain does not determine the position of the second atom relative to the first. Under a shear that changes the angles between the cubic axes, the tetrahedron around an atom loses the symmetry that held the two sublattices in place, and they can shift against each other until the energy is lowest. This shift changes the bond lengths and angles, and with them the elastic response and the electronic bands.

The Keating model describes the energy by springs that resist changes in the lengths of nearest-neighbour bonds and in the angles between them. In its harmonic form the shift can be found in closed form for every symmetric strain.

```lean
import Mathlib

open Matrix

namespace KeatingInternalStrain

noncomputable section
```

## Four bonds and their changes

Take an atom and its four neighbours. With the cubic lattice constant a, and lengths in units of a/4, the bonds are

s_0 = (1, 1, 1), s_1 = (1, −1, −1), s_2 = (−1, 1, −1), s_3 = (−1, −1, 1).

They are not unit vectors: each has length √3, which is √3 a/4 in ordinary units. Two different bonds have scalar product −1, so the cosine of the angle between them is −1/3.

```lean
/-- The four tetrahedral bond vectors of the diamond lattice, in units of a quarter of
the cubic lattice constant. -/
def bond : Fin 4 → Fin 3 → ℝ :=
  ![![1, 1, 1], ![1, -1, -1], ![-1, 1, -1], ![-1, -1, 1]]
```

A homogeneous strain e moves an atom at R by eR. If the neighbouring sublattice also moves by u relative to the first, bond j changes by

d_j = e s_j + u.

```lean
/-- The change of bond `j` under a homogeneous strain `e` and a relative displacement `u`
of the two sublattices. -/
def bondChange (e : Matrix (Fin 3) (Fin 3) ℝ) (u : Fin 3 → ℝ) (j : Fin 4) : Fin 3 → ℝ :=
  e *ᵥ bond j + u
```

In Lean, e is a real 3×3 matrix, `*ᵥ` applies it to a vector, and the components 0, 1, 2 stand for x, y, z. The displacement u is also in units of a/4.

Lengths and angles are both contained in the scalar products s_i·s_j. To first order these change by

c_ij = s_i·d_j + d_i·s_j.

```lean
/-- The linearized change of the scalar product of bonds `i` and `j`. -/
def dotChange (e : Matrix (Fin 3) (Fin 3) ℝ) (u : Fin 3 → ℝ) (i j : Fin 4) : ℝ :=
  bond i ⬝ᵥ bondChange e u j + bondChange e u i ⬝ᵥ bond j
```

The diagonal entry c_jj is the change of a squared length. Since |s_j|² = 3, the relative change of the bond length is c_jj/6 to first order.

The off-diagonal strain components are collected in a vector

w = (e_12, e_20, e_01) = (e_yz, e_zx, e_xy).

```lean
/-- The shear components `(e_yz, e_zx, e_xy)` of the strain. -/
def shear (e : Matrix (Fin 3) (Fin 3) ℝ) : Fin 3 → ℝ := ![e 1 2, e 2 0, e 0 1]
```

These are tensor components, half the engineering shear angles.

## The energy and the parameter ζ

The harmonic Keating energy, up to a constant factor, is

E(u) = α Σ_j c_jj² + 2β Σ_(i<j) c_ij².

The constant α is the stiffness against bond stretching, and β is the stiffness against changes in the scalar products of different bonds, which is mainly bond bending. The other atom in the cell has bonds −s_j with changes −d_j, hence the same c_ij, so one tetrahedron suffices.

```lean
/-- The harmonic Keating energy, up to a constant factor, with bond-stretching constant `α`
and bond-bending constant `β`; each pair of distinct bonds is counted once. -/
def energy (α β : ℝ) (e : Matrix (Fin 3) (Fin 3) ℝ) (u : Fin 3 → ℝ) : ℝ :=
  α * ∑ j, dotChange e u j j ^ 2
    + 2 * β * ∑ i, ∑ j, if i < j then dotChange e u i j ^ 2 else 0
```

The factor 2 and the counting of each pair once fix the scale of β relative to α. Constants from a convention with another relative factor must be converted first. The step from this function to a real material is the assumption that the material's elastic energy has this form, without long-range forces, for example.

The answer will contain the ratio

ζ = (α − β)/(α + β),

which is the Keating model's value of the internal strain parameter, also called the Kleinman parameter.

```lean
/-- The internal strain parameter `(α - β) / (α + β)`, for `α + β ≠ 0`. -/
def zeta (α β : ℝ) : ℝ := (α - β) / (α + β)
```

## Why c_ij is the first-order change

Switch the bond changes on in proportion to t. Then

(s_i + t d_i)·(s_j + t d_j) = s_i·s_j + t c_ij + t² d_i·d_j,

and the derivative at t = 0 is c_ij.

```lean
/-- When the bond changes are switched on in proportion to `t`, the scalar product of two
bonds has derivative `dotChange` at `t = 0`. -/
theorem hasDerivAt_bond_dot (e : Matrix (Fin 3) (Fin 3) ℝ) (u : Fin 3 → ℝ) (i j : Fin 4) :
    HasDerivAt (fun t : ℝ =>
      (bond i + t • bondChange e u i) ⬝ᵥ (bond j + t • bondChange e u j))
      (dotChange e u i j) 0 := by
  -- the scalar product is a quadratic polynomial in `t`
  have h : (fun t : ℝ =>
      (bond i + t • bondChange e u i) ⬝ᵥ (bond j + t • bondChange e u j)) =
      fun t : ℝ => (bond i ⬝ᵥ bond j + t * dotChange e u i j)
        + t ^ 2 * (bondChange e u i ⬝ᵥ bondChange e u j) := by
    funext t
    simp only [dotChange, add_dotProduct, dotProduct_add, smul_dotProduct,
      dotProduct_smul, smul_eq_mul]
    ring
  rw [h]
  refine ((((hasDerivAt_id' (0 : ℝ)).mul_const (dotChange e u i j)).const_add
    (bond i ⬝ᵥ bond j)).fun_add ((hasDerivAt_pow 2 (0 : ℝ)).mul_const
    (bondChange e u i ⬝ᵥ bondChange e u j))).congr_deriv ?_
  simp
```

The statement `HasDerivAt` says exactly this. The proof first establishes the polynomial identity, then differentiates it term by term.

## Stretching sees u + 2w

Let e be symmetric, so that it contains no rotation, and let T be its trace, the relative volume change to first order. For each of the four bonds the product of any two components equals the third. Therefore

s_j·e s_j = T + 2 s_j·w,

and, since c_jj = 2 s_j·d_j,

c_jj = 2 (T + s_j·(u + 2w)).

```lean
/-- For a symmetric strain, the linearized change of the squared length of bond `j` is set by
the volume change and by the projection of `u + 2w` on the bond, `w` being the shear. -/
theorem dotChange_self {e : Matrix (Fin 3) (Fin 3) ℝ} (he : e.IsSymm)
    (u : Fin 3 → ℝ) (j : Fin 4) :
    dotChange e u j j = 2 * (e.trace + bond j ⬝ᵥ (u + (2 : ℝ) • shear e)) := by
  have h10 : e 1 0 = e 0 1 := he.apply 0 1
  have h20 : e 2 0 = e 0 2 := he.apply 0 2
  have h21 : e 2 1 = e 1 2 := he.apply 1 2
  fin_cases j <;>
    simp [dotChange, bondChange, bond, shear, Matrix.trace, Matrix.mulVec, dotProduct,
      Fin.sum_univ_three, h10, h20, h21] <;> ring
```

The hypothesis `e.IsSymm` lets the proof replace the entries below the diagonal by those above it. `fin_cases j` then goes through the four bonds, and `ring` confirms each identity.

## The energy as a sum of squares

The bonds satisfy Σ_j s_j = 0, and the sum over j of the products of components k and l of s_j is 4 if k = l and 0 otherwise. Squaring c_jj and summing removes the cross term between T and u + 2w:

Σ_j c_jj² = 16 (|u + 2w|² + T²).

For the angles, consider the pairs (0,1) and (2,3), whose bond sums are (2, 0, 0) and (−2, 0, 0). Direct multiplication gives

c_01 = 2(2e_00 − T) + 2(u_0 − 2w_0),
c_23 = 2(2e_00 − T) − 2(u_0 − 2w_0).

The cross terms cancel in the sum of squares:

c_01² + c_23² = 8 [(2e_00 − T)² + (u_0 − 2w_0)²].

The pairs (0,2) and (1,3) give the same expression for component 1, and (0,3) and (1,2) for component 2. Altogether

E(u) = 16α (|u + 2w|² + T²) + 16β (|u − 2w|² + Σ_k (2e_kk − T)²).

```lean
/-- For a symmetric strain, the energy splits into stretching and bending squares in which the
sublattice displacement couples only to the shear components of the strain. -/
theorem energy_eq {e : Matrix (Fin 3) (Fin 3) ℝ} (he : e.IsSymm) (α β : ℝ)
    (u : Fin 3 → ℝ) :
    energy α β e u =
      16 * α * ((u + (2 : ℝ) • shear e) ⬝ᵥ (u + (2 : ℝ) • shear e) + e.trace ^ 2)
      + 16 * β * ((u - (2 : ℝ) • shear e) ⬝ᵥ (u - (2 : ℝ) • shear e)
        + ∑ k, (2 * e k k - e.trace) ^ 2) := by
  have h10 : e 1 0 = e 0 1 := he.apply 0 1
  have h20 : e 2 0 = e 0 2 := he.apply 0 2
  have h21 : e 2 1 = e 1 2 := he.apply 1 2
  simp [energy, dotChange, bondChange, bond, shear, Matrix.trace, Matrix.mulVec, dotProduct,
    Fin.sum_univ_three, Fin.sum_univ_four, h10, h20, h21]
  ring
```

Here `simp` writes out all the sums and `ring` compares the resulting polynomials. The diagonal strain contributes to the energy, but never multiplies u. This is why the result needs no condition on the diagonal of e.

Stretching alone would favour u = −2w, bending alone u = +2w. The relaxed displacement is a compromise between them.

## Completing the square

Write u* = −2ζw. The terms with T and e_kk drop out of the energy difference:

E(u) − E(u*) = 16 [(α + β)(|u|² − |u*|²) + 4(α − β) w·(u − u*)].

Since α − β = ζ(α + β) and 4ζw = −2u*, this becomes

E(u) − E(u*) = 16(α + β) [|u|² − |u*|² − 2u*·(u − u*)]
= 16(α + β) |u − u*|².

```lean
/-- For a symmetric strain and `α + β ≠ 0`, the energy measured from its value at `-2ζw` is
`16 (α + β)` times the squared distance of the displacement from `-2ζw`. -/
theorem energy_sub_relaxed {e : Matrix (Fin 3) (Fin 3) ℝ} (he : e.IsSymm) {α β : ℝ}
    (h : α + β ≠ 0) (u : Fin 3 → ℝ) :
    energy α β e u - energy α β e ((-2 * zeta α β) • shear e) =
      16 * (α + β) * ((u - (-2 * zeta α β) • shear e) ⬝ᵥ
        (u - (-2 * zeta α β) • shear e)) := by
  have hz : zeta α β * (α + β) = α - β := div_mul_cancel₀ _ h
  rw [energy_eq he, energy_eq he]
  simp only [dotProduct, Fin.sum_univ_three, Pi.add_apply, Pi.sub_apply, Pi.smul_apply,
    smul_eq_mul]
  -- the terms linear in `u` match because `ζ (α + β) = α - β`
  linear_combination (-64 * (shear e 0 * (u 0 + 2 * zeta α β * shear e 0)
    + shear e 1 * (u 1 + 2 * zeta α β * shear e 1)
    + shear e 2 * (u 2 + 2 * zeta α β * shear e 2))) * hz
```

The relation ζ(α + β) = α − β is `hz` in the proof. `linear_combination` adds the multiple of it that makes the two sides agree.

## The unique minimizer

Let α + β > 0, as is the case when both force constants are positive. The energy difference is then never negative, so u* is a minimizer. Conversely, if u is a minimizer, then E(u) ≤ E(u*), hence |u − u*|² = 0 and u = u*. Thus

u minimizes E if and only if u = −2ζw.

```lean
/-- For a symmetric strain with shear components `w` and force constants with `α + β > 0`, a
sublattice displacement minimizes the Keating energy if and only if it equals `-2ζw`. -/
theorem minimizes_energy_iff {e : Matrix (Fin 3) (Fin 3) ℝ} (he : e.IsSymm) {α β : ℝ}
    (h : 0 < α + β) (u : Fin 3 → ℝ) :
    (∀ v, energy α β e u ≤ energy α β e v) ↔ u = (-2 * zeta α β) • shear e := by
  have hpos : ∀ x : Fin 3 → ℝ, 0 ≤ x ⬝ᵥ x := fun x =>
    Finset.sum_nonneg fun i _ => mul_self_nonneg (x i)
  constructor
  · intro hu
    -- a minimizer has no excess energy, hence no distance from `-2ζw`
    have h1 := hu ((-2 * zeta α β) • shear e)
    have h2 := energy_sub_relaxed he h.ne' u
    have h3 := hpos (u - (-2 * zeta α β) • shear e)
    have h4 : (u - (-2 * zeta α β) • shear e) ⬝ᵥ (u - (-2 * zeta α β) • shear e) = 0 := by
      nlinarith
    exact sub_eq_zero.mp (dotProduct_self_eq_zero.mp h4)
  · rintro rfl v
    have h2 := energy_sub_relaxed he h.ne' v
    have h3 := mul_nonneg (mul_nonneg (by norm_num : (0 : ℝ) ≤ 16) h.le)
      (hpos (v - (-2 * zeta α β) • shear e))
    linarith
```

The left side of the equivalence says that `energy α β e u` is at most `energy α β e v` for every displacement v, with the strain held fixed. The two directions of the proof are the two halves of the argument above. In the first, `nlinarith` obtains the vanishing squared distance, and `dotProduct_self_eq_zero` turns it into equality of the vectors.

## How much energy relaxation removes

For a pure shear, with every e_kk = 0, the energy of the clamped structure is

E(0) = 64(α + β)|w|².

At u* it is

E(u*) = 64 [α(1 − ζ)² + β(1 + ζ)²] |w|²
= 64 [(α + β)(1 + ζ²) − 2ζ(α − β)] |w|²
= (1 − ζ²) E(0).

```lean
/-- For a symmetric strain with zero diagonal and `α + β ≠ 0`, the energy at the displacement
`-2ζw` is `1 - ζ²` times the energy at zero sublattice displacement. -/
theorem relaxed_shear_energy {e : Matrix (Fin 3) (Fin 3) ℝ} (he : e.IsSymm)
    (hd : ∀ k, e k k = 0) {α β : ℝ} (h : α + β ≠ 0) :
    energy α β e ((-2 * zeta α β) • shear e) =
      (1 - zeta α β ^ 2) * energy α β e 0 := by
  have hz : zeta α β * (α + β) = α - β := div_mul_cancel₀ _ h
  have ht : e.trace = 0 := by simp [Matrix.trace, hd]
  rw [energy_eq he, energy_eq he]
  simp only [ht, hd, dotProduct, Fin.sum_univ_three, Pi.add_apply, Pi.sub_apply,
    Pi.smul_apply, Pi.zero_apply, smul_eq_mul]
  linear_combination (128 * zeta α β *
    (shear e 0 ^ 2 + shear e 1 ^ 2 + shear e 2 ^ 2)) * hz
```

The hypothesis `hd` is the zero diagonal, which is needed for this ratio only. The proof inserts the sum of squares for both energies and again uses ζ(α + β) = α − β. The identity holds for α + β ≠ 0; for α + β > 0, the left side is the minimum energy.

One way to obtain the shear constant C₄₄ from an electronic-structure calculation is to deform the lattice vectors and first keep the fractional atomic coordinates fixed. This is u = 0. Relaxing the atoms in the fixed cell then produces the internal displacement.

As an example in the Keating model, take α = 4β and e_xy = e_yx = 0.01, with all other strain components zero. Then ζ = 0.6 and w = (0, 0, 0.01), so

u = (0, 0, −0.012) in units of a/4,

a shift of −0.003a along z. The energy falls to 1 − 0.36 = 0.64 of its clamped value, and the shear constant, being proportional to the energy at fixed strain, falls by the same factor.

The displacement also enters the band structure: in a tight-binding calculation the hopping integrals depend on the bond vectors s_j + d_j, so a deformation potential for shear between the cubic axes can depend on u, for which the harmonic nearest-neighbour Keating model gives −2ζw.

## When all bond lengths stay fixed

The value ζ = 1 has a geometrical meaning. All four bond lengths are unchanged to first order when

T + s_j·(u + 2w) = 0 for j = 0, 1, 2, 3.

Adding the four equations gives 4T = 0. With T = 0, adding equations 0 and 1 gives 2(u_0 + 2w_0) = 0, and the pairs (0,2) and (0,3) do the same for the other two components. Hence T = 0 and u = −2w. Conversely, these two conditions satisfy all four equations.

```lean
/-- For a symmetric strain, all four bond lengths are unchanged to first order exactly when the
strain is traceless and the sublattice displacement is `-2w`. -/
theorem bond_lengths_fixed_iff {e : Matrix (Fin 3) (Fin 3) ℝ} (he : e.IsSymm)
    (u : Fin 3 → ℝ) :
    (∀ j, dotChange e u j j = 0) ↔ e.trace = 0 ∧ u = (-2 : ℝ) • shear e := by
  simp only [dotChange_self he]
  constructor
  · intro h
    have h0 := h 0
    have h1 := h 1
    have h2 := h 2
    have h3 := h 3
    simp [bond, dotProduct, Fin.sum_univ_three] at h0 h1 h2 h3
    -- the four bonds sum to zero and span space
    refine ⟨by linarith, ?_⟩
    ext k
    fin_cases k <;> simp <;> linarith
  · rintro ⟨ht, rfl⟩ j
    have hw : (-2 : ℝ) • shear e + (2 : ℝ) • shear e = 0 := by module
    rw [ht, hw]
    simp

end

end KeatingInternalStrain
```

The proof rewrites each c_jj with `dotChange_self`, and `linarith` finds the sums of equations. The displacement −2w is the relaxed one for β = 0 and α > 0, when only stretching costs energy. For α = β, stretching and bending balance: ζ = 0, and the sublattices do not shift beyond the homogeneous strain.

```lean
#print axioms KeatingInternalStrain.hasDerivAt_bond_dot
#print axioms KeatingInternalStrain.minimizes_energy_iff
#print axioms KeatingInternalStrain.relaxed_shear_energy
#print axioms KeatingInternalStrain.bond_lengths_fixed_iff
```

```
'KeatingInternalStrain.hasDerivAt_bond_dot' depends on axioms: [propext, Classical.choice, Quot.sound]
'KeatingInternalStrain.minimizes_energy_iff' depends on axioms: [propext, Classical.choice, Quot.sound]
'KeatingInternalStrain.relaxed_shear_energy' depends on axioms: [propext, Classical.choice, Quot.sound]
'KeatingInternalStrain.bond_lengths_fixed_iff' depends on axioms: [propext, Classical.choice, Quot.sound]
```
